# Normal ordering gives a spin with anisotropy \(-D S_z^2\) the one-magnon gap \(D(2S-1)\)

A magnetic ion in a crystal with an easy axis has, in the simplest model, the energy \(-D S_z^2\) with \(D>0\), which favours a spin pointing fully up or fully down. Linear spin-wave theory starts from the fully up state and counts deviations from it with a boson number \(n\), so that \(S_z = S-n\) and

\[
S_z^2 = S^2 - 2S\,n + n^2 .
\]

If \(n^2\) is discarded as an interaction between magnons, one deviation costs \(2SD\). For spin \(1/2\) this must be wrong: \(S_z^2=1/4\) in both spin states, so the anisotropy cannot separate them. The missing piece is a one-magnon term hidden in \(n^2\), which appears when the operators are put in normal order, with creation operators to the left.

The treatment below concerns the anisotropy of a single site, without exchange, and a magnon here means one unit of deviation of that spin from the fully up state. In linear spin-wave calculations for easy-axis ferromagnets, this on-site term is where the choice between \(2SD\) and \(D(2S-1)\) arises.

## The spin written with magnon operators

Let \(a\) remove a magnon and \(b\) create one, with

\[
ab-ba=1,\qquad n=ba .
\]

For the algebraic steps, \(a\) and \(b\) are elements of an arbitrary algebra `A` over the complex numbers. The commutation relation is a hypothesis of each theorem that needs it. It stands for the bosonic character of the deviations. Nothing requires \(b\) to be the adjoint of \(a\), and no inner product is used.

```lean
import Mathlib

open Polynomial

namespace AnisotropyMagnonGap

noncomputable section

variable {A : Type*} [Ring A] [Algebra ℂ A]
```

The spin projection, in units of \(\hbar\), is \(S_z=S-ba\). In Lean the number \(S\) becomes the algebra element `S • (1 : A)`, a multiple of the identity. The parameter `S` may be any complex number; the physical values are \(1/2, 1, 3/2,\dots\)

```lean
/-- The spin projection `Sz = S - b a`. -/
def spinZ (S : ℂ) (a b : A) : A := S • (1 : A) - b * a
```

The Holstein–Primakoff and Dyson–Maleev representations share this \(S_z\). The ladder operators of the latter are

\[
S^+=(2S-ba)\,a,\qquad S^-=b .
\]

```lean
/-- The Dyson-Maleev raising operator `S⁺ = (2S - b a) a`. -/
def spinPlus (S : ℂ) (a b : A) : A := ((2 * S) • (1 : A) - b * a) * a
```

The Hamiltonian is \(H=-D S_z^2\). Here `D` is also an arbitrary complex number; a real positive value gives the easy axis.

```lean
/-- The single-ion anisotropy Hamiltonian `-D Sz²`. -/
def anisotropy (D S : ℂ) (a b : A) : A := -(D • spinZ S a b ^ 2)
```

## The one-magnon term inside \(n^2\)

Moving the inner \(a\) past the inner \(b\) with \(ab=ba+1\) gives

\[
n^2 = b(ab)a = b(ba+1)a = ba + b^2a^2 .
\]

The term \(b^2a^2\) needs two magnons to act on, but \(ba\) acts on one. The `calc` block follows these equalities in order, and `noncomm_ring` expands the last product without letting factors commute.

```lean
omit [Algebra ℂ A] in
/-- Normal ordering the square of the magnon number leaves a one-magnon term. -/
theorem number_sq {a b : A} (h : a * b - b * a = 1) :
    b * a * (b * a) = b * a + b ^ 2 * a ^ 2 := by
  have hab : a * b = b * a + 1 := sub_eq_iff_eq_add'.mp h
  calc b * a * (b * a) = b * (a * b) * a := by simp only [mul_assoc]
    _ = b * (b * a + 1) * a := by rw [hab]
    _ = b * a + b ^ 2 * a ^ 2 := by noncomm_ring
```

Substitution into the square of \(S-n\) gives

\[
S_z^2 = S^2-2S\,n+n^2 = S^2-(2S-1)\,n+b^2a^2 .
\]

In the proof, `expand` is the first equality, valid because \(S\) is a scalar and commutes with \(n\). The theorem `number_sq` then replaces \(n^2\), and `module` collects the scalar coefficients.

```lean
/-- The normal-ordered square of the spin projection:
`(S - n)² = S² - (2S - 1) n + b² a²` with `n = b a`. -/
theorem spinZ_sq {a b : A} (h : a * b - b * a = 1) (S : ℂ) :
    spinZ S a b ^ 2 =
      (S ^ 2) • (1 : A) - (2 * S - 1) • (b * a) + b ^ 2 * a ^ 2 := by
  have expand : ∀ n : A,
      (S • (1 : A) - n) ^ 2 = (S ^ 2) • (1 : A) - (2 * S) • n + n * n := by
    intro n
    simp only [sq, sub_mul, mul_sub, smul_mul_assoc, mul_smul_comm, one_mul, mul_one]
    module
  rw [spinZ, expand, number_sq h]
  module
```

Multiplying by \(-D\) gives the normal-ordered Hamiltonian

\[
H = -DS^2 + D(2S-1)\,ba - D\,b^2a^2 .
\]

Its quadratic part has the coefficient \(D(2S-1)\). This is an operator identity, with no truncation.

```lean
/-- The anisotropy Hamiltonian in normal order, with quadratic coefficient `D (2S - 1)`. -/
theorem anisotropy_normal_order {a b : A} (h : a * b - b * a = 1) (D S : ℂ) :
    anisotropy D S a b =
      (D * (2 * S - 1)) • (b * a) - (D * S ^ 2) • (1 : A) - D • (b ^ 2 * a ^ 2) := by
  rw [anisotropy, spinZ_sq h]
  module
```

## The commutation relations of a spin

The three relations to check are

\[
[S^+,S^-]=2S_z,\qquad [S_z,S^-]=-S^-,\qquad [S_z,S^+]=S^+ .
\]

For the first, write both products in terms of \(n\):

\[
S^+b=(2S-n)(n+1),\qquad bS^+=2S\,n-b^2a^2=2S\,n-n^2+n .
\]

Their difference is \(2S-2n=2S_z\). For the second, \(nb=b(ab)=bn+b\), so \([S_z,b]=-[n,b]=-b\). For the third, \(an=(ba+1)a=na+a\), hence \(aS_z=S_za-a\). Writing \(t=2S-n\), which commutes with \(S_z\), we get

\[
S_z\,ta-ta\,S_z=t\,S_za-t(S_za-a)=ta=S^+ .
\]

The Lean proof treats the relations in this order. The facts `e1` and `e2` are the two products in the first relation, `e3` is the reordering in the second, and `key` is the last displayed argument for general `z` and `t`.

The theorem verifies the commutators only. It doesn't restrict the boson states to the \(2S+1\) states of a real spin, so states with more than \(2S\) magnons are present in the algebraic model and have no physical meaning for a spin \(S\).

```lean
/-- The operators `S⁺ = (2S - b a) a`, `S⁻ = b` and `Sz = S - b a` obey the
commutation relations of a spin. -/
theorem dyson_maleev {a b : A} (h : a * b - b * a = 1) (S : ℂ) :
    spinPlus S a b * b - b * spinPlus S a b = (2 : ℂ) • spinZ S a b ∧
    spinZ S a b * b - b * spinZ S a b = -b ∧
    spinZ S a b * spinPlus S a b - spinPlus S a b * spinZ S a b = spinPlus S a b := by
  have hab : a * b = b * a + 1 := sub_eq_iff_eq_add'.mp h
  refine ⟨?_, ?_, ?_⟩
  · have e1 : spinPlus S a b * b = (2 * S) • (a * b) - b * a * (a * b) := by
      simp only [spinPlus, sub_mul, smul_mul_assoc, one_mul, mul_assoc]
    have e2 : b * spinPlus S a b = (2 * S) • (b * a) - b ^ 2 * a ^ 2 := by
      simp only [spinPlus, sub_mul, mul_sub, smul_mul_assoc, mul_smul_comm, one_mul,
        sq, mul_assoc]
    rw [e1, e2, hab, mul_add, mul_one, number_sq h, spinZ]
    module
  · have e3 : b * a * b = b * (b * a) + b := by
      rw [mul_assoc, hab, mul_add, mul_one]
    simp only [spinZ, sub_mul, mul_sub, smul_mul_assoc, mul_smul_comm, one_mul, mul_one, e3]
    module
  · -- `Sz` commutes with the factor `2S - b a` and shifts by one past `a`
    have key : ∀ z t : A, z * t = t * z → a * z = z * a - a →
        z * (t * a) - t * a * z = t * a := by
      intro z t h1 h2
      rw [← mul_assoc, h1, mul_assoc t a z, h2]
      noncomm_ring
    apply key
    · simp only [spinZ, sub_mul, mul_sub, smul_mul_assoc, mul_smul_comm, one_mul, mul_one]
      module
    · have e4 : a * (b * a) = b * a * a + a := by
        rw [← mul_assoc, hab, add_mul, one_mul]
      simp only [spinZ, sub_mul, mul_sub, smul_mul_assoc, mul_smul_comm, one_mul, mul_one, e4]
      module
```

## The frequency in the equation of motion

The Heisenberg equation \(i\hbar\,\dot a=[a,H]\) shows the same coefficient as a frequency. Two commutators are needed. The first is \([a,ba]=a\). The second follows from

\[
ab^2a^2=(ba+1)\,ba^2=b(ab)a^2+ba^2=b^2a^3+2ba^2 ,
\]

so that \([a,b^2a^2]=2ba^2\). Therefore

\[
[a,H]=D(2S-1)\,a-2D\,ba^2 .
\]

When the cubic term is neglected, \(a\) oscillates with angular frequency \(D(2S-1)/\hbar\). The theorem states the full commutator; the time evolution is its usual physical reading. In the proof, `h1` and `h2` are the two reorderings, which are inserted into the normal-ordered Hamiltonian.

```lean
/-- The commutator of the magnon operator with the anisotropy Hamiltonian is
`D (2S - 1) a` plus a cubic magnon interaction term. -/
theorem equation_of_motion {a b : A} (h : a * b - b * a = 1) (D S : ℂ) :
    a * anisotropy D S a b - anisotropy D S a b * a =
      (D * (2 * S - 1)) • a - (2 * D) • (b * a ^ 2) := by
  have hab : a * b = b * a + 1 := sub_eq_iff_eq_add'.mp h
  have h1 : a * (b * a) = b * a * a + a := by
    rw [← mul_assoc, hab, add_mul, one_mul]
  have h2 : a * (b ^ 2 * a ^ 2) = b ^ 2 * a ^ 2 * a + (b * a ^ 2 + b * a ^ 2) := by
    calc a * (b ^ 2 * a ^ 2) = (a * b) * b * a ^ 2 := by simp only [sq, mul_assoc]
      _ = (b * (a * b) + b) * a ^ 2 := by rw [hab]; nth_rewrite 2 [← hab]; noncomm_ring
      _ = (b * (b * a + 1) + b) * a ^ 2 := by rw [hab]
      _ = b ^ 2 * a ^ 2 * a + (b * a ^ 2 + b * a ^ 2) := by noncomm_ring
  rw [anisotropy_normal_order h]
  simp only [mul_sub, sub_mul, mul_smul_comm, smul_mul_assoc, mul_one, one_mul, h1, h2]
  module
```

## States with a definite number of magnons

A coefficient in a Hamiltonian becomes an energy difference once there are states. Let \(a\) and \(b\) now be linear operators on a complex vector space \(V\), written `Module.End ℂ V`, where multiplication is composition. Let \(v\) be a vacuum, \(av=0\), which represents the fully up spin. The state with \(k\) magnons is \(b^kv\).

Removing one magnon gives

\[
a\,b^{k+1}v=(k+1)\,b^kv .
\]

For \(k=0\), \(abv=bav+v=v\). If the formula holds for \(k\), then

\[
a\,b^{k+2}v=b\,(a\,b^{k+1}v)+b^{k+1}v=(k+2)\,b^{k+1}v .
\]

The induction in Lean has these two cases, with `comm` as the relation \(abw=baw+w\) on a vector. The vectors \(b^kv\) are unnormalised. In the usual boson space, with \(b=a^\dagger\) and \(v\) of unit length, the normalised states are \(|k\rangle=b^kv/\sqrt{k!}\), and the formula becomes \(a|k+1\rangle=\sqrt{k+1}\,|k\rangle\).

```lean
variable {V : Type*} [AddCommGroup V] [Module ℂ V]

/-- If `a v = 0`, applying `a` to the unnormalised vector `b ^ (k + 1) v` gives `k + 1` times the
vector `b ^ k v`. -/
theorem lower_magnons {a b : Module.End ℂ V} (h : a * b - b * a = 1)
    {v : V} (hv : a v = 0) (k : ℕ) :
    a ((b ^ (k + 1)) v) = ((k : ℂ) + 1) • (b ^ k) v := by
  have comm : ∀ w, a (b w) = b (a w) + w := fun w =>
    sub_eq_iff_eq_add'.mp (LinearMap.congr_fun h w)
  have hp : ∀ j : ℕ, (b ^ (j + 1)) v = b ((b ^ j) v) := fun j => by
    rw [pow_succ', Module.End.mul_apply]
  induction k with
  | zero =>
    rw [hp, comm, pow_zero, Module.End.one_apply, hv]
    simp
  | succ k ih =>
    rw [hp (k + 1), comm, ih, map_smul, ← hp k]
    push_cast
    module
```

If the vacuum is nonzero, so is every \(b^kv\): were \(b^{k+1}v\) zero, applying \(a\) would give \((k+1)b^kv=0\), contradicting the previous step. For \(k\ge1\) the lowering formula also gives \(n\,b^kv=k\,b^kv\), and for \(k=0\) this holds because \(av=0\). Hence \(S_z\,b^kv=(S-k)\,b^kv\), and

\[
H\,b^kv=-D(S-k)^2\,b^kv=\bigl[-DS^2+Dk(2S-k)\bigr]b^kv .
\]

The theorem `magnon_energy` states both conclusions, that the vector is nonzero and that it satisfies this eigenvalue equation. The facts `hn` and `hs` are the eigenvalues of \(n\) and \(S_z\); applying `hs` twice gives the square.

```lean
/-- The state with `k` magnons above the vacuum is an eigenvector of the anisotropy
Hamiltonian, with energy `-D S² + D k (2S - k)`. -/
theorem magnon_energy {a b : Module.End ℂ V} (h : a * b - b * a = 1)
    {v : V} (hv : a v = 0) (hv0 : v ≠ 0) (D S : ℂ) (k : ℕ) :
    (b ^ k) v ≠ 0 ∧ anisotropy D S a b ((b ^ k) v) =
      (-(D * S ^ 2) + D * k * (2 * S - k)) • (b ^ k) v := by
  constructor
  · induction k with
    | zero => simpa using hv0
    | succ k ih =>
      intro hz
      have hl := lower_magnons h hv k
      rw [hz, map_zero] at hl
      exact (smul_ne_zero (Nat.cast_add_one_ne_zero k) ih) hl.symm
  · -- the number operator counts the magnons
    have hn : b (a ((b ^ k) v)) = (k : ℂ) • (b ^ k) v := by
      cases k with
      | zero => simp [hv]
      | succ k =>
        rw [lower_magnons h hv, map_smul, pow_succ', Module.End.mul_apply]
        push_cast
        rfl
    have hs : spinZ S a b ((b ^ k) v) = (S - k) • (b ^ k) v := by
      change S • (b ^ k) v - b (a ((b ^ k) v)) = _
      rw [hn]
      module
    change -(D • (spinZ S a b ^ 2) ((b ^ k) v)) = _
    rw [sq, Module.End.mul_apply, hs, map_smul, hs]
    module
```

## The gap, and its closing at spin \(1/2\)

Let \(E_0\) and \(E_1\) be the energies of \(v\) and \(bv\), that is, \(Hv=E_0v\) and \(Hbv=E_1bv\). The cases \(k=0\) and \(k=1\) of the spectrum give

\[
E_0=-DS^2,\qquad E_1=-DS^2+D(2S-1),\qquad E_1-E_0=D(2S-1) .
\]

For \(D\neq0\), the difference vanishes exactly when \(S=1/2\).

In Lean the two eigenvalue equations are the hypotheses `h₀` and `h₁`, and `magnon_energy` shows that energies satisfying them exist. Since a nonzero eigenvector has only one eigenvalue, `q0` and `q1` identify \(E_0\) and \(E_1\) with the computed values. The equivalence then follows by cancelling \(D\).

The word "gap" here means the difference between these two energies. The theorem does not say that \(v\) is the ground state of the whole boson space. For \(D>0\) it isn't, because the unphysical states with \(k>2S\) lie below it.

```lean
/-- The energies of the vacuum and of the one-magnon state differ by `D (2S - 1)`; for
nonzero anisotropy they coincide exactly when the spin is one half. -/
theorem magnon_gap {a b : Module.End ℂ V} (h : a * b - b * a = 1)
    {v : V} (hv : a v = 0) (hv0 : v ≠ 0) {D S E₀ E₁ : ℂ}
    (h₀ : anisotropy D S a b v = E₀ • v)
    (h₁ : anisotropy D S a b (b v) = E₁ • b v) :
    E₁ - E₀ = D * (2 * S - 1) ∧ (D ≠ 0 → (E₁ = E₀ ↔ S = 1 / 2)) := by
  have g : E₁ - E₀ = D * (2 * S - 1) := by
    obtain ⟨-, e0⟩ := magnon_energy h hv hv0 D S 0
    obtain ⟨n1, e1⟩ := magnon_energy h hv hv0 D S 1
    rw [pow_zero, Module.End.one_apply] at e0
    rw [pow_one] at n1 e1
    -- a nonzero eigenvector determines its energy
    have q0 := smul_left_injective ℂ hv0 (h₀.symm.trans e0)
    have q1 := smul_left_injective ℂ n1 (h₁.symm.trans e1)
    rw [q0, q1]
    push_cast
    ring
  refine ⟨g, fun hD => ⟨fun e => ?_, fun s => ?_⟩⟩
  · rw [e, sub_self] at g
    have hS : 2 * S - 1 = 0 := (mul_eq_zero.mp g.symm).resolve_left hD
    linear_combination hS / 2
  · rw [s] at g
    linear_combination g
```

The smallest spin shows what the normal-ordering term does. At \(S=1/2\) the Hamiltonian is \(-D/4-D\,b^2a^2\), and the second term vanishes on both \(v\) and \(bv\). The two physical states, up and down, therefore share the energy \(-D/4\). At \(S=1\) the states with \(k=0,1,2\) have energies \(-D,0,-D\), as they should for \(S_z=1,0,-1\). In the opposite limit of large \(S\), the ratio of \(D(2S-1)\) to the uncorrected value \(2SD\) is \(1-1/(2S)\), which tends to one.

## Polynomials as a magnon space

A concrete pair of operators shows that the assumptions about \(a\), \(b\) and \(v\) can be met. Finite matrices will not do on a nonzero space: the trace of \(ab-ba\) is zero, while the trace of the identity is the dimension. Complex polynomials in one variable \(X\) provide enough room. Annihilation is differentiation, \(a\,p=p'\).

```lean
/-- Differentiation of complex polynomials, as a magnon annihilation operator. -/
def polyLower : Module.End ℂ ℂ[X] := derivative
```

Creation is multiplication by the variable, \(b\,p=Xp\), so the state with \(k\) magnons above the constant polynomial \(1\) is \(X^k\).

```lean
/-- Multiplication of complex polynomials by `X`, as a magnon creation operator. -/
def polyRaise : Module.End ℂ ℂ[X] := LinearMap.mulLeft ℂ X
```

The product rule gives

\[
(ab-ba)\,p=(Xp)'-Xp'=p ,
\]

and the constant polynomial \(1\) is nonzero with derivative zero. The Lean proof checks the commutator on an arbitrary polynomial `p` by `derivative_mul`, and the vacuum condition by `derivative_one`.

```lean
/-- Differentiation and multiplication by `X` obey the magnon commutation relation, and
the constant polynomial `1` is a nonzero vacuum. -/
theorem magnon_witness :
    polyLower * polyRaise - polyRaise * polyLower = 1 ∧
      polyLower 1 = 0 ∧ (1 : ℂ[X]) ≠ 0 := by
  refine ⟨?_, ?_, one_ne_zero⟩
  · apply LinearMap.ext
    intro p
    change derivative (X * p) - X * derivative p = p
    rw [derivative_mul, derivative_X]
    ring
  · change derivative (1 : ℂ[X]) = 0
    exact derivative_one

end

end AnisotropyMagnonGap
```

```lean
#print axioms AnisotropyMagnonGap.anisotropy_normal_order
#print axioms AnisotropyMagnonGap.dyson_maleev
#print axioms AnisotropyMagnonGap.equation_of_motion
#print axioms AnisotropyMagnonGap.magnon_gap
```

```
'AnisotropyMagnonGap.anisotropy_normal_order' depends on axioms: [propext, Classical.choice, Quot.sound]
'AnisotropyMagnonGap.dyson_maleev' depends on axioms: [propext, Classical.choice, Quot.sound]
'AnisotropyMagnonGap.equation_of_motion' depends on axioms: [propext, Classical.choice, Quot.sound]
'AnisotropyMagnonGap.magnon_gap' depends on axioms: [propext, Classical.choice, Quot.sound]
```
